# Cutting off a thermally damped oscillator lowers its diagonal steady-state occupation below the bath value

Take the $N\ge 1$ lowest levels $|0\rangle,\dots,|N-1\rangle$ of an oscillator of frequency $w$, damped at rate $g>0$ by a bath of mean occupation $n>0$, with $\hbar=1$, $a|k\rangle=\sqrt{k}\,|k-1\rangle$, $a^*$ the adjoint of $a$, Hamiltonian $w\,a^*a$, and jump operators $\sqrt{g(n+1)}\,a$ and $\sqrt{gn}\,a^*$. The only diagonal density matrix that this dynamics leaves stationary has mean occupation $n-Nq^N/(1-q^N)$ with $q=n/(n+1)$, which is strictly below $n$.

```lean
import Mathlib

open Matrix Filter Topology
open scoped ComplexOrder

noncomputable section

namespace TruncatedDampedOscillator

/-- The lowering operator `a` on the lowest `N` oscillator levels. -/
def lower (N : ℕ) : Matrix (Fin N) (Fin N) ℂ :=
  Matrix.of fun i j => if (i : ℕ) + 1 = (j : ℕ) then ((√((j : ℕ) : ℝ) : ℝ) : ℂ) else 0

/-- The Lindblad dissipator of a jump operator `L`. -/
def dissipator {N : ℕ} (L ρ : Matrix (Fin N) (Fin N) ℂ) : Matrix (Fin N) (Fin N) ℂ :=
  L * ρ * Lᴴ - (1 / 2 : ℂ) • (Lᴴ * L * ρ + ρ * (Lᴴ * L))

/-- The Lindblad generator with `H = w a*a` and jumps `√(g(n+1)) a` and `√(gn) a*`,
for `g, n ≥ 0`. -/
def generator (N : ℕ) (w g n : ℝ) (ρ : Matrix (Fin N) (Fin N) ℂ) :
    Matrix (Fin N) (Fin N) ℂ :=
  (-Complex.I) • (((w : ℂ) • ((lower N)ᴴ * lower N)) * ρ
      - ρ * ((w : ℂ) • ((lower N)ᴴ * lower N)))
    + dissipator (((√(g * (n + 1)) : ℝ) : ℂ) • lower N) ρ
    + dissipator (((√(g * n) : ℝ) : ℂ) • (lower N)ᴴ) ρ

/-- A diagonal density matrix that the generator annihilates. -/
def IsDiagonalSteadyState {N : ℕ} (w g n : ℝ) (ρ : Matrix (Fin N) (Fin N) ℂ) : Prop :=
  ρ.IsDiag ∧ ρ.PosSemidef ∧ ρ.trace = 1 ∧ generator N w g n ρ = 0

/-- The real part of `Tr(a*a ρ)`, which is the mean occupation when `ρ` is a density matrix. -/
def meanOccupation {N : ℕ} (ρ : Matrix (Fin N) (Fin N) ℂ) : ℝ :=
  ((lower N)ᴴ * lower N * ρ).trace.re

/-- The ratio `q = n/(n+1)`, for `n ≠ -1`. -/
def ratio (n : ℝ) : ℝ := n / (n + 1)

/-- The geometric population `q^k / (1 + q + ... + q^(N-1))` of level `k`,
for `N ≥ 1` and `n > 0`. -/
def population (N : ℕ) (n : ℝ) (k : ℕ) : ℝ :=
  ratio n ^ k / ∑ j ∈ Finset.range N, ratio n ^ j

/-- The diagonal matrix of geometric populations, for `N ≥ 1` and `n > 0`. -/
def thermalState (N : ℕ) (n : ℝ) : Matrix (Fin N) (Fin N) ℂ :=
  diagonal fun k : Fin N => (population N n k : ℂ)

/-- The net probability current from level `k` down to level `k - 1`; it is zero for
`k = 0` and above the cutoff. -/
def current (N : ℕ) (g n : ℝ) (P : ℕ → ℂ) (k : ℕ) : ℂ :=
  if k < N then (g : ℂ) * (k : ℂ) * (((n : ℂ) + 1) * P k - (n : ℂ) * P (k - 1)) else 0

/-- For `n > 0` the ratio `q` lies strictly between 0 and 1 and satisfies `q(n+1) = n`. -/
theorem ratio_facts {n : ℝ} (hn : 0 < n) :
    0 < ratio n ∧ ratio n < 1 ∧ ratio n * (n + 1) = n := by
  have h1 : 0 < n + 1 := by linarith
  refine ⟨div_pos hn h1, (div_lt_one h1).mpr (by linarith), ?_⟩
  unfold ratio
  field_simp

/-- A jump operator scaled by `√c`, with `c ≥ 0`, has its dissipator scaled by the rate `c`. -/
theorem dissipator_smul {N : ℕ} {c : ℝ} (hc : 0 ≤ c) (L ρ : Matrix (Fin N) (Fin N) ℂ) :
    dissipator (((√c : ℝ) : ℂ) • L) ρ = (c : ℂ) • dissipator L ρ := by
  have hs : ((√c : ℝ) : ℂ) * ((√c : ℝ) : ℂ) = (c : ℂ) := by
    rw [← Complex.ofReal_mul, Real.mul_self_sqrt hc]
  simp only [dissipator, conjTranspose_smul, Complex.star_def, Complex.conj_ofReal,
    Matrix.smul_mul, Matrix.mul_smul, smul_smul, hs]
  module

/-- For diagonal `ρ`, the matrix `a ρ a*` is diagonal: its entry at level `k` is `k + 1` times the
entry of `ρ` at level `k + 1`, and its entry at the top level is zero. -/
theorem lower_sandwich (N : ℕ) (P : ℕ → ℂ) :
    lower N * diagonal (fun k : Fin N => P k) * (lower N)ᴴ =
      diagonal fun i : Fin N =>
        if (i : ℕ) + 1 < N then (((i : ℕ) + 1 : ℕ) : ℂ) * P ((i : ℕ) + 1) else 0 := by
  ext i j
  rw [Matrix.mul_apply]
  simp only [mul_diagonal, conjTranspose_apply, diagonal_apply, lower, of_apply]
  rcases eq_or_ne i j with rfl | hij
  · by_cases h : (i : ℕ) + 1 < N
    · rw [Finset.sum_eq_single (⟨(i : ℕ) + 1, h⟩ : Fin N)]
      · have hs : ((√(((i : ℕ) + 1 : ℕ) : ℝ) : ℝ) : ℂ) * ((√(((i : ℕ) + 1 : ℕ) : ℝ) : ℝ) : ℂ)
            = (((i : ℕ) + 1 : ℕ) : ℂ) := by
          rw [← Complex.ofReal_mul, Real.mul_self_sqrt (Nat.cast_nonneg _),
            Complex.ofReal_natCast]
        simp only [h, ↓reduceIte, Complex.star_def, Complex.conj_ofReal]
        linear_combination P ((i : ℕ) + 1) * hs
      · intro k _ hk
        have hne : ¬ ((i : ℕ) + 1 = (k : ℕ)) := fun e => hk (Fin.ext e.symm)
        simp only [hne, if_false, zero_mul]
      · intro hk
        exact absurd (Finset.mem_univ _) hk
    · simp only [h, if_true, if_false]
      refine Finset.sum_eq_zero fun k _ => ?_
      have hne : ¬ ((i : ℕ) + 1 = (k : ℕ)) := by have := k.isLt; omega
      simp only [hne, if_false, zero_mul]
  · rw [if_neg hij]
    refine Finset.sum_eq_zero fun k _ => ?_
    have hv : (i : ℕ) ≠ (j : ℕ) := fun e => hij (Fin.ext e)
    by_cases h : (i : ℕ) + 1 = (k : ℕ)
    · have hne : ¬ ((j : ℕ) + 1 = (k : ℕ)) := by omega
      simp only [hne, if_false, star_zero, mul_zero]
    · simp only [h, if_false, zero_mul]

/-- For diagonal `ρ`, the matrix `a* ρ a` is diagonal: its entry at level `k ≥ 1` is `k` times the
entry of `ρ` at level `k - 1`, and its entry at level 0 is zero. -/
theorem raise_sandwich (N : ℕ) (P : ℕ → ℂ) :
    (lower N)ᴴ * diagonal (fun k : Fin N => P k) * lower N =
      diagonal fun i : Fin N => ((i : ℕ) : ℂ) * P ((i : ℕ) - 1) := by
  ext i j
  rw [Matrix.mul_apply]
  simp only [mul_diagonal, conjTranspose_apply, diagonal_apply, lower, of_apply]
  rcases eq_or_ne i j with rfl | hij
  · rw [if_pos rfl]
    rcases Nat.eq_zero_or_pos (i : ℕ) with h | h
    · rw [h]
      simp only [Nat.cast_zero, zero_mul]
      refine Finset.sum_eq_zero fun k _ => ?_
      have hne : ¬ ((k : ℕ) + 1 = 0) := by omega
      simp only [hne, if_false, mul_zero]
    · have hlt : (i : ℕ) - 1 < N := by have := i.isLt; omega
      rw [Finset.sum_eq_single (⟨(i : ℕ) - 1, hlt⟩ : Fin N)]
      · have hs : ((√((i : ℕ) : ℝ) : ℝ) : ℂ) * ((√((i : ℕ) : ℝ) : ℝ) : ℂ) = ((i : ℕ) : ℂ) := by
          rw [← Complex.ofReal_mul, Real.mul_self_sqrt (Nat.cast_nonneg _),
            Complex.ofReal_natCast]
        have he : (i : ℕ) - 1 + 1 = (i : ℕ) := by omega
        simp only [he, ↓reduceIte, Complex.star_def, Complex.conj_ofReal]
        linear_combination P ((i : ℕ) - 1) * hs
      · intro k _ hk
        have hne : ¬ ((k : ℕ) + 1 = (i : ℕ)) := fun e =>
          hk (Fin.ext (show (k : ℕ) = (i : ℕ) - 1 by omega))
        simp only [hne, if_false, mul_zero]
      · intro hk
        exact absurd (Finset.mem_univ _) hk
  · rw [if_neg hij]
    refine Finset.sum_eq_zero fun k _ => ?_
    have hv : (i : ℕ) ≠ (j : ℕ) := fun e => hij (Fin.ext e)
    by_cases h : (k : ℕ) + 1 = (j : ℕ)
    · have hne : ¬ ((k : ℕ) + 1 = (i : ℕ)) := by omega
      simp only [hne, if_false, star_zero, zero_mul]
    · simp only [h, if_false, mul_zero]

/-- For `g, n ≥ 0`, a diagonal matrix evolves by the current arriving from the level above
minus the current leaving to the level below. -/
theorem generator_diagonal (N : ℕ) (w : ℝ) {g n : ℝ} (hg : 0 ≤ g) (hn : 0 ≤ n) (P : ℕ → ℂ) :
    generator N w g n (diagonal fun k : Fin N => P k) =
      diagonal fun i : Fin N => current N g n P ((i : ℕ) + 1) - current N g n P i := by
  have hd := lower_sandwich N (fun _ => 1)
  have hu := raise_sandwich N (fun _ => 1)
  simp only [diagonal_one, mul_one] at hd hu
  rw [generator, dissipator_smul (by positivity), dissipator_smul (by positivity)]
  simp only [dissipator, conjTranspose_conjTranspose, lower_sandwich N P, raise_sandwich N P,
    hd, hu, Matrix.smul_mul, Matrix.mul_smul, diagonal_mul_diagonal]
  ext i j
  rcases eq_or_ne i j with rfl | hij
  · simp only [Matrix.add_apply, Matrix.sub_apply, Matrix.smul_apply, diagonal_apply_eq,
      smul_eq_mul, current, Nat.add_sub_cancel, i.isLt, if_true]
    split_ifs <;> push_cast <;> ring
  · simp [hij]

/-- For `g, n > 0`, the populations of a stationary diagonal matrix form a geometric
sequence with ratio `q`. -/
theorem stationary_geometric {N : ℕ} {w g n : ℝ} (hg : 0 < g) (hn : 0 < n) {P : ℕ → ℂ}
    (h : generator N w g n (diagonal fun k : Fin N => P k) = 0) :
    ∀ k, k < N → P k = (ratio n : ℂ) ^ k * P 0 := by
  rw [generator_diagonal N w hg.le hn.le] at h
  -- no current flows below the ground level, hence none flows anywhere
  have hJ : ∀ k, k < N → current N g n P k = 0 := by
    intro k
    induction k with
    | zero => intro _; simp [current]
    | succ k ih =>
      intro hk
      have hk' : k < N := by omega
      have e := congrArg (fun M : Matrix (Fin N) (Fin N) ℂ => M ⟨k, hk'⟩ ⟨k, hk'⟩) h
      simp only [diagonal_apply_eq, Matrix.zero_apply] at e
      rwa [ih hk', sub_zero] at e
  have hq : (ratio n : ℂ) * ((n : ℂ) + 1) = n := by exact_mod_cast (ratio_facts hn).2.2
  have h1 : n + 1 ≠ 0 := by positivity
  have hn1 : (n : ℂ) + 1 ≠ 0 := by exact_mod_cast h1
  intro k
  induction k with
  | zero => intro _; simp
  | succ k ih =>
    intro hk
    have c := hJ (k + 1) hk
    simp only [current, if_pos hk, Nat.add_sub_cancel] at c
    have hgk : (g : ℂ) * ((k + 1 : ℕ) : ℂ) ≠ 0 :=
      mul_ne_zero (Complex.ofReal_ne_zero.mpr hg.ne') (Nat.cast_ne_zero.mpr k.succ_ne_zero)
    have x := (mul_eq_zero.mp c).resolve_left hgk
    rw [ih (by omega)] at x
    apply mul_left_cancel₀ hn1
    linear_combination x - (ratio n : ℂ) ^ k * P 0 * hq

/-- For `N ≥ 1` and `g, n > 0`, the diagonal steady states are exactly the one matrix with
geometric populations. -/
theorem steadyState_iff {N : ℕ} (hN : 1 ≤ N) (w : ℝ) {g n : ℝ} (hg : 0 < g) (hn : 0 < n)
    (ρ : Matrix (Fin N) (Fin N) ℂ) :
    IsDiagonalSteadyState w g n ρ ↔ ρ = thermalState N n := by
  obtain ⟨hq0, _, hq⟩ := ratio_facts hn
  have hZ : 0 < ∑ j ∈ Finset.range N, ratio n ^ j :=
    Finset.sum_pos (fun k _ => pow_pos hq0 k) ⟨0, Finset.mem_range.mpr hN⟩
  constructor
  · rintro ⟨hd, _, ht, hs⟩
    obtain ⟨P, rfl⟩ : ∃ P : ℕ → ℂ, ρ = diagonal fun k : Fin N => P k := by
      refine ⟨fun k => if h : k < N then ρ ⟨k, h⟩ ⟨k, h⟩ else 0, ?_⟩
      ext i j
      rcases eq_or_ne i j with rfl | hij
      · simp
      · rw [diagonal_apply_ne _ hij]
        exact hd hij
    have hP := stationary_geometric hg hn hs
    rw [trace_diagonal] at ht
    -- normalisation fixes the ground-level population
    have hsum : ((∑ j ∈ Finset.range N, ratio n ^ j : ℝ) : ℂ) * P 0 = 1 := by
      rw [Complex.ofReal_sum, Finset.sum_range, Finset.sum_mul]
      refine Eq.trans (Finset.sum_congr rfl fun i _ => ?_) ht
      rw [hP i i.isLt, Complex.ofReal_pow]
    have hZc := Complex.ofReal_ne_zero.mpr hZ.ne'
    unfold thermalState
    congr 1
    funext k
    rw [hP k k.isLt, population, Complex.ofReal_div, Complex.ofReal_pow, eq_div_iff hZc]
    linear_combination (ratio n : ℂ) ^ (k : ℕ) * hsum
  · rintro rfl
    refine ⟨isDiag_diagonal _, posSemidef_diagonal_iff.mpr fun i =>
      Complex.zero_le_real.mpr (div_nonneg (pow_pos hq0 _).le hZ.le), ?_, ?_⟩
    · have hr : ∑ i : Fin N, population N n i = 1 := by
        rw [← Finset.sum_range (fun k => population N n k)]
        simp only [population]
        rw [← Finset.sum_div]
        exact div_self hZ.ne'
      rw [thermalState, trace_diagonal, ← Complex.ofReal_sum, hr, Complex.ofReal_one]
    · -- detailed balance: every current vanishes
      have hJ : ∀ k, current N g n (fun k => (population N n k : ℂ)) k = 0 := by
        intro k
        have hb : ∀ m, (n + 1) * population N n (m + 1) - n * population N n m = 0 := by
          intro m
          unfold population
          linear_combination ratio n ^ m / (∑ j ∈ Finset.range N, ratio n ^ j) * hq
        cases k with
        | zero => simp [current]
        | succ m =>
          have hc : ((n : ℂ) + 1) * (population N n (m + 1) : ℂ)
              - (n : ℂ) * (population N n m : ℂ) = 0 := by exact_mod_cast hb m
          simp only [current, Nat.add_sub_cancel, hc, mul_zero, ite_self]
      refine (generator_diagonal N w hg.le hn.le (fun k => (population N n k : ℂ))).trans ?_
      simp only [hJ, sub_self, diagonal_zero]

/-- For `N ≥ 1` and `n > 0`, the matrix of geometric populations has mean occupation
`n - N q^N/(1 - q^N)`. -/
theorem meanOccupation_thermalState {N : ℕ} (hN : 1 ≤ N) {n : ℝ} (hn : 0 < n) :
    meanOccupation (thermalState N n) = n - N * ratio n ^ N / (1 - ratio n ^ N) := by
  obtain ⟨hq0, hq1, hq⟩ := ratio_facts hn
  have hZ : 0 < ∑ j ∈ Finset.range N, ratio n ^ j :=
    Finset.sum_pos (fun k _ => pow_pos hq0 k) ⟨0, Finset.mem_range.mpr hN⟩
  have hu := raise_sandwich N (fun _ => 1)
  simp only [diagonal_one, mul_one] at hu
  have hm : meanOccupation (thermalState N n) =
      (∑ k ∈ Finset.range N, (k : ℝ) * ratio n ^ k) / ∑ j ∈ Finset.range N, ratio n ^ j := by
    rw [meanOccupation, hu, thermalState, diagonal_mul_diagonal, trace_diagonal,
      Complex.re_sum, Finset.sum_div,
      Finset.sum_range (fun k => (k : ℝ) * ratio n ^ k / ∑ j ∈ Finset.range N, ratio n ^ j)]
    refine Finset.sum_congr rfl fun i _ => ?_
    rw [← Complex.ofReal_natCast, ← Complex.ofReal_mul, Complex.ofReal_re, population,
      mul_div_assoc]
  -- the arithmetic-geometric sum
  have hS : ∀ M : ℕ, (∑ k ∈ Finset.range M, (k : ℝ) * ratio n ^ k) * (1 - ratio n) =
      ratio n * (∑ j ∈ Finset.range M, ratio n ^ j) - M * ratio n ^ M := by
    intro M
    induction M with
    | zero => simp
    | succ M ih =>
      rw [Finset.sum_range_succ, Finset.sum_range_succ]
      push_cast
      linear_combination ih
  have hG := mul_neg_geom_sum (ratio n) N
  have hne : 1 - ratio n ^ N ≠ 0 :=
    (sub_pos.mpr (pow_lt_one₀ hq0.le hq1 (by omega))).ne'
  have e : N * ratio n ^ N / (1 - ratio n ^ N) * (1 - ratio n ^ N) = N * ratio n ^ N := by
    field_simp
  rw [hm, div_eq_iff hZ.ne']
  generalize N * ratio n ^ N / (1 - ratio n ^ N) = E at e ⊢
  apply mul_left_cancel₀ (sub_pos.mpr hq1).ne'
  linear_combination hS N + (∑ j ∈ Finset.range N, ratio n ^ j) * hq + e + E * hG

/-- For `N ≥ 1` and `g, n > 0`, the truncated damped oscillator has a unique diagonal steady
state; its mean occupation is `n - N q^N/(1 - q^N)`, which is strictly less than `n`. -/
theorem cutoff_underestimates_occupation {N : ℕ} (hN : 1 ≤ N) (w : ℝ) {g n : ℝ}
    (hg : 0 < g) (hn : 0 < n) :
    ∃ ρ : Matrix (Fin N) (Fin N) ℂ,
      (∀ σ, IsDiagonalSteadyState w g n σ ↔ σ = ρ) ∧
      meanOccupation ρ = n - N * ratio n ^ N / (1 - ratio n ^ N) ∧
      meanOccupation ρ < n := by
  obtain ⟨hq0, hq1, _⟩ := ratio_facts hn
  have hm := meanOccupation_thermalState hN hn
  refine ⟨thermalState N n, steadyState_iff hN w hg hn, hm, ?_⟩
  have hNpos : (0 : ℝ) < N := Nat.cast_pos.mpr hN
  have hpos : 0 < N * ratio n ^ N / (1 - ratio n ^ N) :=
    div_pos (mul_pos hNpos (pow_pos hq0 N))
      (sub_pos.mpr (pow_lt_one₀ hq0.le hq1 (by omega)))
  linarith

/-- For `n > 0`, the mean occupation of the matrix of geometric populations tends to `n`
as the number of levels grows. -/
theorem meanOccupation_tendsto {n : ℝ} (hn : 0 < n) :
    Tendsto (fun N : ℕ => meanOccupation (thermalState N n)) atTop (𝓝 n) := by
  obtain ⟨hq0, hq1, _⟩ := ratio_facts hn
  have h1 := tendsto_self_mul_const_pow_of_lt_one hq0.le hq1
  have h2 := (tendsto_pow_atTop_nhds_zero_of_lt_one hq0.le hq1).const_sub 1
  have h3 := (h1.div h2 (by norm_num)).const_sub n
  rw [zero_div, sub_zero] at h3
  refine h3.congr' ?_
  filter_upwards [eventually_ge_atTop 1] with N hN
  exact (meanOccupation_thermalState hN hn).symm

end TruncatedDampedOscillator
```

```lean
#print axioms TruncatedDampedOscillator.cutoff_underestimates_occupation
-- 'TruncatedDampedOscillator.cutoff_underestimates_occupation' depends on axioms: [propext, Classical.choice, Quot.sound]
#print axioms TruncatedDampedOscillator.meanOccupation_tendsto
-- 'TruncatedDampedOscillator.meanOccupation_tendsto' depends on axioms: [propext, Classical.choice, Quot.sound]
```

## One diagonal steady state and its mean

The theorem `cutoff_underestimates_occupation` gives a matrix `ρ` such that any `σ` is a diagonal steady state exactly when `σ = ρ`, and it states the mean occupation of `ρ` and the strict inequality. `IsDiagonalSteadyState` requires a diagonal, positive semidefinite matrix of trace one that `generator` sends to zero. The generator is the full Lindblad expression, and `lower N` is the matrix of $a$ in the number basis, with indices starting at 0. The mean is the real part of $\mathrm{Tr}(a^*a\rho)$.

The letter $n$ is the bath occupation, not a level number; levels carry the index $k$. Taking $n>0$ means that the bath can excite the oscillator as well as damp it. The name `thermalState` refers to geometric populations: no temperature enters the code. For $w>0$ they are the Gibbs populations of $w\,a^*a$ at the temperature $T$ where $q=e^{-w/k_BT}$.

Uniqueness is stated among diagonal matrices only, and relaxation towards the steady state is not addressed. `meanOccupation_tendsto` shows that the truncated means tend to $n$ as $N$ grows; identifying this limit with the mean occupation in the steady state of the infinite-dimensional oscillator is a further step.

## Populations from vanishing currents

Let $D$ be diagonal with entries $P_0,\dots,P_{N-1}$. It commutes with $a^*a$, so $w$ drops out. The jump terms are

$$(aDa^*)_{kk}=(k+1)P_{k+1},\qquad (a^*Da)_{kk}=kP_{k-1},$$

except that the first is zero at the top level $k=N-1$; the second is zero at $k=0$. Setting $D=1$ gives $aa^*$ and $a^*a$, which supply the loss terms. In particular, $aa^*$ vanishes on the top level, so nothing is lost upwards through the cutoff. With the downward current

$$J_k=gk\,[(n+1)P_k-nP_{k-1}]\quad(1\le k\le N-1),\qquad J_0=J_N=0,$$

the generator sends $D$ to the diagonal matrix with entries $J_{k+1}-J_k$.

In Lean, `lower_sandwich` and `raise_sandwich` compute the jump terms by isolating the single nonzero summand, `dissipator_smul` turns the square roots into rates, and `generator_diagonal` assembles the currents.

In a steady state $J_{k+1}=J_k$. Since $J_0=0$, every current vanishes, and dividing by $gk$ for $k\ge1$ gives $P_k=qP_{k-1}$. Hence

$$P_k=\frac{q^k}{Z},\qquad Z=\sum_{j=0}^{N-1}q^j .$$

The two inductions in `stationary_geometric` are these two steps. `steadyState_iff` adds the normalisation and the converse: geometric populations are positive, sum to one and make each current zero.

## The deficit in the mean

Let $S=\sum_{k=0}^{N-1}kq^k$. Subtracting $qS$ from $S$ gives

$$(1-q)S=\sum_{k=1}^{N-1}q^k-(N-1)q^N=qZ-Nq^N .$$

Since $(1-q)Z=1-q^N$ and $q/(1-q)=n$,

$$\langle a^*a\rangle=\frac{S}{Z}=n-\frac{Nq^N}{1-q^N}.$$

`meanOccupation_thermalState` proves the formula for $(1-q)S$ by induction on the number of terms and combines it with the geometric sum through `linear_combination`. Because $0<q<1$, the subtracted term is positive, and it tends to zero because $Nq^N\to0$.

## Small cutoffs and a numerical example

For $N=1$ only the ground level remains, and the formula gives $n-q/(1-q)=0$. For $N=2$ it gives $n/(2n+1)$, which stays below $1/2$ however hot the bath is.

In a master-equation simulation of a single, linearly damped cavity or vibrational mode, $N$ is the size of the number basis. With $n=2$, so $q=2/3$, ten levels give a stationary occupation of about $1.824$, and twenty levels give about $1.994$.
